# Layered media in a field normal to the layers: an absorption bound for Re e ≥ 1 and the blue shift of a Lorentz line

Suppose a material fills a fraction f of a layered stack, with 0 < f < 1 and vacuum in between. If its absorption is simply multiplied by f, the spectrum for a field normal to the layers comes out wrong. Take a material with a single Lorentz line at frequency w0 > 0 and strength p² > 0, and keep the amplitude of the averaged field fixed as the frequency varies. The scaling then puts the maximum of the absorbed power at w0. In the local model below, the maximum lies at √(w0² + (1 − f)p²). Below w0 the scaled spectrum is too strong, and at the shifted resonance it is too weak.

## Fields in the stack

Let e be the complex permittivity of the material relative to vacuum, with the sign convention in which Im e > 0 means absorption. The normal component of the displacement D is continuous across each interface. In units where the vacuum permittivity is 1, the field E₁ in the material and the field E₂ in vacuum satisfy

e E₁ = D,  E₂ = D.

The averaged field is therefore

f E₁ + (1 − f) E₂ = (f/e + 1 − f) D,

and the effective permittivity, defined as D divided by the averaged field, is

ePerp = 1/(f/e + 1 − f) = e/(f + (1 − f)e).

The denominator d = f + (1 − f)e is the screening factor: the field inside the material is the averaged field divided by d.

This is a classical, local, long-wavelength model with sharp interfaces. It bears on electronic-structure calculations of slabs in periodic cells: within this model, the out-of-plane spectrum depends on the amount of vacuum through more than an overall factor f. A Lorentz line can stand for one isolated exciton if the contribution of all other transitions to the permittivity is neglected; a background permittivity other than 1 would change the size of the shift. The frequency and strength of the line are inputs here and are not computed from a Bethe-Salpeter equation.

## The absorption bound

Let 0 ≤ f ≤ 1, Re e ≥ 1 and Im e ≥ 0. Write d* for the complex conjugate of d. Then

ePerp = e d*/|d|²,  e d* = f e + (1 − f)|e|².

The second term of e d* is real, so

Im ePerp = f Im e/|d|².

The squared modulus of the screening factor is

|d|² = (f + (1 − f)Re e)² + ((1 − f)Im e)²,

and its real part satisfies

f + (1 − f)Re e = 1 + (1 − f)(Re e − 1) ≥ 1.

Hence |d|² ≥ 1, and since f Im e ≥ 0,

Im ePerp ≤ f Im e.

If 0 < f < 1 and Im e > 0, the second square in |d|² is positive. Then |d|² > 1 and the inequality is strict.

The condition Re e ≥ 1 says that the in-phase part of the polarisation does not oppose the field. For a single Lorentz line with nonzero strength, this is the range w ≤ w0.

## A Lorentz line stays a Lorentz line

Let w > 0 be the frequency of the field and g > 0 the damping, which stands for the finite lifetime of the excitation. Put X = w0² − w² − i g w. The material has

e = 1 + p²/X = (X + p²)/X,

so the screening factor is

d = (X + (1 − f)p²)/X.

Dividing e by d gives

ePerp = (X + p²)/(X + (1 − f)p²) = 1 + f p²/(X + (1 − f)p²).

The numbers X, X + p² and X + (1 − f)p² all have the nonzero imaginary part −g w, so e, d and all the denominators are nonzero. The stack is again a Lorentz medium, with strength f p² and squared resonance frequency w0² + (1 − f)p².

To see the shift in an observable, take a general Lorentz line with squared resonance frequency W2 and strength S > 0. Its imaginary part is

Im e = S g w/N,  N = (W2 − w²)² + (g w)².

At a fixed amplitude of the averaged field, the absorbed power is proportional to w times the imaginary part of the permittivity. Its distance from S/g is

S/g − w Im e = S(W2 − w²)²/(g N) ≥ 0,

which vanishes exactly when w² = W2. For the stack with 0 < f < 1 and p ≠ 0, w Im ePerp therefore has the maximum f p²/g, reached exactly at w² = w0² + (1 − f)p². The maximum of Im ePerp itself lies lower, because of the extra factor 1/w; the difference is small when the damping is weak.

## Where the bound fails

The hypothesis Re e ≥ 1 cannot be weakened to Re e ≥ 0. Take f = 1/2 and e = i. Then

ePerp = 2/(1 − i) = 1 + i,

so Im ePerp = 1, while f Im e = 1/2.

The Lorentz stack shows the same failure. At w² = w0² + (1 − f)p², with 0 < f < 1 and p ≠ 0,

f Im e = f p² g w/(((1 − f)p²)² + (g w)²) < f p²/(g w) = Im ePerp.

The numerators agree before cancellation, but the material is detuned at this frequency and the stack is not.

## The statements in Lean

The real number `f` is the fill fraction and the complex number `e` the permittivity. `ePerp f e` is the effective permittivity, and `lorentz W2 S g w` is the Lorentz permittivity, whose first argument is the squared resonance frequency. The material of the previous parts is `lorentz (w0 ^ 2) (p ^ 2) g w`.

- `displacement_eq` says that D is `ePerp f e` times the averaged field, provided e and d are nonzero. The interface conditions enter as the hypotheses `h₁` and `h₂`; they are not derived from Maxwell's equations.
- `im_ePerp_le` gives both the formula for Im ePerp and the bound, with f = 0 and f = 1 allowed. `im_ePerp_lt` is the strict version.
- `ePerp_lorentz` is the equality of the two Lorentz forms for g, w > 0. It holds for every real `f`, though only values from 0 to 1 are fill fractions.
- `blue_shifted_peak` states the upper limit on w Im ePerp, the exact condition for reaching it, and that the new squared frequency exceeds `w0 ^ 2`. The value w0 = 0, a Drude metal, is included.
- `enhancement_at_shifted_resonance` states the failure of the bound at the shifted frequency.

The permittivity is a single complex number at each frequency, so spatial dispersion and electronic coupling between layers are absent from the model.

```lean
import Mathlib

namespace LayeredOpticalSpectra

noncomputable section

/-- Effective permittivity, for a field normal to the layers, of a stack with a fraction `f` of
material of permittivity `e` and vacuum elsewhere; the domain is `e ≠ 0`, `f + (1 - f) e ≠ 0`. -/
def ePerp (f : ℝ) (e : ℂ) : ℂ := ((f : ℂ) / e + (1 - f))⁻¹

/-- Lorentz permittivity at frequency `w`, with squared resonance frequency `W2`, strength `S` and
damping `g`; the domain is `w ^ 2 ≠ W2` or `g * w ≠ 0`. -/
def lorentz (W2 S g w : ℝ) : ℂ :=
  1 + (S : ℂ) / ((W2 : ℂ) - (w : ℂ) ^ 2 - Complex.I * g * w)

/-- For a material with `e ≠ 0` the effective permittivity is `e / (f + (1 - f) e)`. -/
theorem ePerp_eq (f : ℝ) {e : ℂ} (he : e ≠ 0) :
    ePerp f e = e / ((f : ℂ) + (1 - f) * e) := by
  have h : (f : ℂ) / e + (1 - f) = ((f : ℂ) + (1 - f) * e) / e := by
    rw [add_div, mul_div_cancel_right₀ _ he]
  rw [ePerp, h, inv_div]

/-- If the displacement `D` is the same in the material (field `E₁`) and in vacuum (field `E₂`),
then `D` is `ePerp` times the averaged field, provided `e` and `f + (1 - f) e` are nonzero. -/
theorem displacement_eq (f : ℝ) {e D E₁ E₂ : ℂ} (he : e ≠ 0)
    (hd : (f : ℂ) + (1 - f) * e ≠ 0) (h₁ : e * E₁ = D) (h₂ : E₂ = D) :
    D = ePerp f e * (f * E₁ + (1 - f) * E₂) := by
  rw [ePerp_eq f he, h₂, ← h₁, div_mul_eq_mul_div, eq_div_iff hd]
  ring

/-- The squared modulus of the screening factor `f + (1 - f) e` in terms of the real and
imaginary parts of `e`. -/
theorem screening_factor_sq (f : ℝ) (e : ℂ) :
    ‖(f : ℂ) + (1 - f) * e‖ ^ 2 = (f + (1 - f) * e.re) ^ 2 + ((1 - f) * e.im) ^ 2 := by
  have hr : ((f : ℂ) + (1 - f) * e).re = f + (1 - f) * e.re := by simp
  have hi : ((f : ℂ) + (1 - f) * e).im = (1 - f) * e.im := by simp
  rw [Complex.sq_norm, Complex.normSq_apply, hr, hi]
  ring

/-- For `0 ≤ f ≤ 1`, `Re e ≥ 1` and `Im e ≥ 0`, the absorption of the stack is `f Im e` divided by
the squared modulus of the screening factor `f + (1 - f) e`, and it is at most `f Im e`. -/
theorem im_ePerp_le {f : ℝ} {e : ℂ} (hf0 : 0 ≤ f) (hf1 : f ≤ 1)
    (hre : 1 ≤ e.re) (him : 0 ≤ e.im) :
    (ePerp f e).im = f * e.im / ‖(f : ℂ) + (1 - f) * e‖ ^ 2 ∧
      (ePerp f e).im ≤ f * e.im := by
  have he : e ≠ 0 := by
    rintro rfl
    norm_num at hre
  have hr : ((f : ℂ) + (1 - f) * e).re = f + (1 - f) * e.re := by simp
  have hi : ((f : ℂ) + (1 - f) * e).im = (1 - f) * e.im := by simp
  have h : (ePerp f e).im = f * e.im / ‖(f : ℂ) + (1 - f) * e‖ ^ 2 := by
    rw [ePerp_eq f he, Complex.div_im, hr, hi, ← sub_div, Complex.sq_norm]
    congr 1
    ring
  refine ⟨h, ?_⟩
  -- the screening factor has real part at least one
  have h1 : 1 ≤ f + (1 - f) * e.re := by
    nlinarith [mul_nonneg (sub_nonneg.2 hf1) (sub_nonneg.2 hre)]
  rw [h]
  apply div_le_self (mul_nonneg hf0 him)
  rw [screening_factor_sq]
  nlinarith [sq_nonneg ((1 - f) * e.im)]

/-- For `0 < f < 1`, `Re e ≥ 1` and `Im e > 0`, the stack absorbs strictly less than `f Im e`. -/
theorem im_ePerp_lt {f : ℝ} {e : ℂ} (hf0 : 0 < f) (hf1 : f < 1)
    (hre : 1 ≤ e.re) (him : 0 < e.im) : (ePerp f e).im < f * e.im := by
  have h1 : 1 ≤ f + (1 - f) * e.re := by
    nlinarith [mul_nonneg (sub_nonneg.2 hf1.le) (sub_nonneg.2 hre)]
  have h2 : 0 < ((1 - f) * e.im) ^ 2 := pow_pos (mul_pos (sub_pos.2 hf1) him) 2
  rw [(im_ePerp_le hf0.le hf1.le hre him.le).1]
  apply div_lt_self (mul_pos hf0 him)
  rw [screening_factor_sq]
  nlinarith

/-- For `g, w > 0`, a stack of Lorentz material is again a Lorentz medium, with strength `f p ^ 2`
and squared resonance frequency `w0 ^ 2 + (1 - f) p ^ 2`. -/
theorem ePerp_lorentz (f w0 p : ℝ) {g w : ℝ} (hg : 0 < g) (hw : 0 < w) :
    ePerp f (lorentz (w0 ^ 2) (p ^ 2) g w) =
      lorentz (w0 ^ 2 + (1 - f) * p ^ 2) (f * p ^ 2) g w := by
  -- damping keeps every resonance denominator away from zero
  have key : ∀ a : ℝ, (a : ℂ) - (w : ℂ) ^ 2 - Complex.I * g * w ≠ 0 := by
    intro a h
    have h2 : ((a : ℂ) - (w : ℂ) ^ 2 - Complex.I * g * w).im = -(g * w) := by
      simp [pow_two]
    rw [h, Complex.zero_im] at h2
    have := mul_pos hg hw
    linarith
  have alg : ∀ D s F : ℂ, D ≠ 0 → D + s ≠ 0 → D + (1 - F) * s ≠ 0 →
      (F / (1 + s / D) + (1 - F))⁻¹ = 1 + F * s / (D + (1 - F) * s) := by
    intro D s F hD hs hX
    have h1 : 1 + s / D = (D + s) / D := by rw [add_div, div_self hD]
    have h2 : F / ((D + s) / D) + (1 - F) = (D + (1 - F) * s) / (D + s) := by
      rw [div_div_eq_mul_div, eq_div_iff hs, add_mul, div_mul_cancel₀ _ hs]
      ring
    rw [h1, h2, inv_div, div_eq_iff hX, add_mul, div_mul_cancel₀ _ hX]
    ring
  have h := alg ((w0 : ℂ) ^ 2 - (w : ℂ) ^ 2 - Complex.I * g * w) ((p : ℂ) ^ 2) f
    (by intro h; apply key (w0 ^ 2); push_cast; linear_combination h)
    (by intro h; apply key (w0 ^ 2 + p ^ 2); push_cast; linear_combination h)
    (by intro h; apply key (w0 ^ 2 + (1 - f) * p ^ 2); push_cast; linear_combination h)
  unfold ePerp lorentz
  push_cast
  rw [show (w0 : ℂ) ^ 2 + (1 - f) * (p : ℂ) ^ 2 - (w : ℂ) ^ 2 - Complex.I * g * w =
    (w0 : ℂ) ^ 2 - (w : ℂ) ^ 2 - Complex.I * g * w + (1 - f) * (p : ℂ) ^ 2 by ring]
  exact h

/-- The absorption line shape of a Lorentz medium. -/
theorem im_lorentz (W2 S g w : ℝ) :
    (lorentz W2 S g w).im = S * (g * w) / ((W2 - w ^ 2) ^ 2 + (g * w) ^ 2) := by
  have hr : ((W2 : ℂ) - (w : ℂ) ^ 2 - Complex.I * g * w).re = W2 - w ^ 2 := by
    simp [pow_two]
  have hi : ((W2 : ℂ) - (w : ℂ) ^ 2 - Complex.I * g * w).im = -(g * w) := by
    simp [pow_two]
  rw [lorentz, Complex.add_im, Complex.one_im, zero_add, Complex.div_im,
    Complex.normSq_apply, hr, hi, Complex.ofReal_re, Complex.ofReal_im]
  ring

/-- For `S, g, w > 0`, the quantity `w Im e` of a Lorentz medium is at most `S / g`, with equality
exactly at the resonance `w ^ 2 = W2`. -/
theorem lorentz_peak {W2 S g w : ℝ} (hS : 0 < S) (hg : 0 < g) (hw : 0 < w) :
    w * (lorentz W2 S g w).im ≤ S / g ∧
      (w * (lorentz W2 S g w).im = S / g ↔ w ^ 2 = W2) := by
  have hN : 0 < (W2 - w ^ 2) ^ 2 + (g * w) ^ 2 := by positivity
  have hx : (lorentz W2 S g w).im * ((W2 - w ^ 2) ^ 2 + (g * w) ^ 2) = S * (g * w) := by
    rw [im_lorentz, div_mul_cancel₀ _ hN.ne']
  generalize (lorentz W2 S g w).im = x at hx ⊢
  -- the distance to the maximum, with denominators cleared, is `S` times the squared detuning
  have h : (S - g * (w * x)) * ((W2 - w ^ 2) ^ 2 + (g * w) ^ 2) = S * (W2 - w ^ 2) ^ 2 := by
    linear_combination (-(g * w)) * hx
  rw [le_div_iff₀ hg, eq_div_iff hg.ne']
  refine ⟨?_, fun hm => ?_, fun hr => ?_⟩
  · by_contra hc
    have hneg := mul_neg_of_neg_of_pos (show S - g * (w * x) < 0 by linarith) hN
    rw [h] at hneg
    linarith [mul_nonneg hS.le (sq_nonneg (W2 - w ^ 2))]
  · have h0 : S * (W2 - w ^ 2) ^ 2 = 0 := by
      rw [← h, show S - g * (w * x) = 0 by linarith, zero_mul]
    have h1 := (mul_eq_zero.1 h0).resolve_left hS.ne'
    have h2 : W2 - w ^ 2 = 0 := (pow_eq_zero_iff two_ne_zero).1 h1
    linarith
  · have h0 : (S - g * (w * x)) * ((W2 - w ^ 2) ^ 2 + (g * w) ^ 2) = 0 := by
      rw [h, hr]
      ring
    have h1 := (mul_eq_zero.1 h0).resolve_right hN.ne'
    linarith

/-- Blue shift: for `0 < f < 1`, `p ≠ 0` and `g, w > 0`, `w Im ePerp` is at most `f p ^ 2 / g`,
with equality exactly at `w ^ 2 = w0 ^ 2 + (1 - f) p ^ 2`, which lies above `w0 ^ 2`. -/
theorem blue_shifted_peak {f p g w : ℝ} (w0 : ℝ) (hf0 : 0 < f) (hf1 : f < 1) (hp : p ≠ 0)
    (hg : 0 < g) (hw : 0 < w) :
    w * (ePerp f (lorentz (w0 ^ 2) (p ^ 2) g w)).im ≤ f * p ^ 2 / g ∧
      (w * (ePerp f (lorentz (w0 ^ 2) (p ^ 2) g w)).im = f * p ^ 2 / g ↔
        w ^ 2 = w0 ^ 2 + (1 - f) * p ^ 2) ∧
      w0 ^ 2 < w0 ^ 2 + (1 - f) * p ^ 2 := by
  have hq : 0 < (1 - f) * p ^ 2 := mul_pos (sub_pos.2 hf1) (by positivity)
  rw [ePerp_lorentz f w0 p hg hw]
  have h := lorentz_peak (W2 := w0 ^ 2 + (1 - f) * p ^ 2)
    (show 0 < f * p ^ 2 by positivity) hg hw
  exact ⟨h.1, h.2, by linarith⟩

/-- For `0 < f < 1`, `p ≠ 0` and `g, w > 0`, at the shifted resonance the stack absorbs strictly
more than `f Im e`. -/
theorem enhancement_at_shifted_resonance {f w0 p g w : ℝ} (hf0 : 0 < f) (hf1 : f < 1)
    (hp : p ≠ 0) (hg : 0 < g) (hw : 0 < w) (hres : w ^ 2 = w0 ^ 2 + (1 - f) * p ^ 2) :
    f * (lorentz (w0 ^ 2) (p ^ 2) g w).im <
      (ePerp f (lorentz (w0 ^ 2) (p ^ 2) g w)).im := by
  have hq : 0 < (1 - f) * p ^ 2 := mul_pos (sub_pos.2 hf1) (by positivity)
  have hne : w0 ^ 2 - w ^ 2 ≠ 0 := by
    intro h
    linarith
  have hs : 0 < (w0 ^ 2 - w ^ 2) ^ 2 :=
    lt_of_le_of_ne (sq_nonneg _) (pow_ne_zero 2 hne).symm
  have h0 : w0 ^ 2 + (1 - f) * p ^ 2 - w ^ 2 = 0 := by linarith
  rw [ePerp_lorentz f w0 p hg hw, im_lorentz, im_lorentz, h0, ← mul_div_assoc, ← mul_assoc f]
  -- equal numerators, but the stack has no detuning left in its denominator
  exact div_lt_div_of_pos_left (by positivity) (by positivity) (by linarith)

end

end LayeredOpticalSpectra
```

```lean
#print axioms LayeredOpticalSpectra.displacement_eq
-- 'LayeredOpticalSpectra.displacement_eq' depends on axioms: [propext, Classical.choice, Quot.sound]
#print axioms LayeredOpticalSpectra.im_ePerp_lt
-- 'LayeredOpticalSpectra.im_ePerp_lt' depends on axioms: [propext, Classical.choice, Quot.sound]
#print axioms LayeredOpticalSpectra.blue_shifted_peak
-- 'LayeredOpticalSpectra.blue_shifted_peak' depends on axioms: [propext, Classical.choice, Quot.sound]
#print axioms LayeredOpticalSpectra.enhancement_at_shifted_resonance
-- 'LayeredOpticalSpectra.enhancement_at_shifted_resonance' depends on axioms: [propext, Classical.choice, Quot.sound]
```

## From the screening factor to the bound

`ePerp_eq` puts f/e + 1 − f over the common denominator e and inverts the fraction. `displacement_eq` uses this form, replaces both D and E₂ by e E₁, and multiplies out the denominator; `ring` checks the remaining identity. `screening_factor_sq` computes |d|² from the real and imaginary parts of d.

In `im_ePerp_le`, the condition Re e ≥ 1 first rules out e = 0. `Complex.div_im` then expands the imaginary part of the quotient e/d, and `ring` reduces the numerator to f Im e, as multiplication by d* did above. The inequality `h1` says that the real part of d is at least 1; `nlinarith` obtains it from the nonnegative product (1 − f)(Re e − 1). Finally `div_le_self` expresses that dividing a nonnegative number by something at least 1 does not increase it.

`im_ePerp_lt` follows the same route, with the positive square ((1 − f)Im e)² recorded as `h2` and `div_lt_self` as the last step.

## From the Lorentz algebra to the peak

`ePerp_lorentz` separates the physics from the algebra. The auxiliary claim `key` shows that a − w² − i g w is nonzero for every real a, since its imaginary part is −g w. The claim `alg` is the rational identity derived above for general complex numbers; its `D` is our X, not the displacement, and its `s` is p². Three uses of `key` supply the nonvanishing conditions, and the rest matches the two ways of writing the denominator.

`im_lorentz` computes the line shape. In `lorentz_peak`, `hx` is that formula with the denominator cleared. Writing x for Im e, the proof then establishes

(S − g w x) N = S(W2 − w²)²,

which is the distance formula multiplied by g N. Because N > 0, a negative first factor would contradict the nonnegative right-hand side, and this gives the upper limit. The same identity gives both directions of the equality condition: the first factor vanishes exactly when the detuning W2 − w² does.

`blue_shifted_peak` rewrites the stack as a Lorentz medium by `ePerp_lorentz` and applies `lorentz_peak` with strength f p². The upward shift follows from (1 − f)p² > 0. `enhancement_at_shifted_resonance` rewrites both sides with `im_lorentz` and sets the stack's detuning to zero. What remains is a comparison of two fractions with the same positive numerator, which `div_lt_div_of_pos_left` settles in favour of the smaller denominator.
